# Radius of convergence of the Taylor series of a slope function with finitely many poles

Let $S(E)=\sum_j w_j/(E-e_j)$ be a finite sum over at least one pole, with real pole energies $e_j$, weights $w_j>0$, and an expansion energy $E_0$ below every pole. Put $d_j=e_j-E_0>0$ and $R=\min_j d_j$. The Taylor coefficients of $S$ at $E_0$ are

$$c_n=\frac{S^{(n)}(E_0)}{n!}=-\sum_j \frac{w_j}{d_j^{\,n+1}},\qquad n=0,1,2,\dots$$

and at a real energy $E$ the series $\sum_n c_n (E-E_0)^n$ is summable if and only if $|E-E_0|<R$, with sum $S(E)$ in that case. With $q_j=(E-E_0)/d_j$, the error after the $N$ terms $n=0,\dots,N-1$ is, at any $E$ that is not a pole,

$$S(E)-\sum_{n<N}c_n(E-E_0)^n=\sum_j \frac{w_j}{E-e_j}\,q_j^{\,N}.$$

## Where a code relies on it

An exact muffin-tin orbital code can tabulate the slope matrix and its first energy derivatives at one energy $E_0$ and evaluate a truncated Taylor polynomial at the energies it needs; the result above is the convergence condition for that step in a scalar model whose whole energy dependence is a finite sum of simple poles. If all weights are negative, as for a slope that rises with energy between its poles, the result applies to $-S$ and the convergence condition is the same. The code stores $c_0,\dots,c_{N-1}$ and evaluates the polynomial in $E-E_0$, so order $N-1$ corresponds to $N$ terms in the error formula.

The condition is symmetric about $E_0$ although all poles lie above it. For a window $[E_b,E_t]$ that contains $E_0$, with lowest pole $e_{\min}=E_0+R$, the series converges throughout exactly when $E_t<e_{\min}$ and $E_0-E_b<e_{\min}-E_0$, the latter meaning $E_0<(E_b+e_{\min})/2$. A window bottom at or below $E_0-R$ lies where $S$ is differentiable and the series still diverges.

As an instance take $E_0=0$, $e_1=1$, $w_1=1$, $e_2=2$, $w_2=2$. Then $R=1$ and $c_n=-(1+2^{-n})$, so $c_0,\dots,c_3=-2,-\tfrac32,-\tfrac54,-\tfrac98$. At $E=\tfrac12$ the function is $S=-2-\tfrac43=-\tfrac{10}{3}$, three terms give $-2-\tfrac34-\tfrac5{16}=-\tfrac{49}{16}$, and the difference $-\tfrac{13}{48}$ equals the error formula $-2(\tfrac12)^3-\tfrac43(\tfrac14)^3$. At $E=-1$ the function is $S=-\tfrac76$, while the terms are $-2,\tfrac32,-\tfrac54,\tfrac98,\dots$ and never fall below $1$ in size.

## Derivation

Write $x=E-E_0$ and $t_n=c_nx^n$ for the $n$-th term.

1. Derivatives. At any $E$ that is not a pole,
$$S^{(n)}(E)=(-1)^n\,n!\sum_j\frac{w_j}{(E-e_j)^{n+1}}.$$
For $n=0$ this is the definition. If the formula holds for $n$ at all pole-free energies, it holds in a neighbourhood of $E$, because there are finitely many poles, and it can be differentiated there. Each term obeys $\frac{d}{dE}(E-e_j)^{-(n+1)}=-(n+1)(E-e_j)^{-(n+2)}$, and $(-1)^n n!\cdot(-(n+1))=(-1)^{n+1}(n+1)!$.

2. Coefficients. At $E=E_0$ one has $(E_0-e_j)^{n+1}=(-1)^{n+1}d_j^{\,n+1}$. Dividing by $n!$ leaves the sign $(-1)^n/(-1)^{n+1}=-1$, so $c_n=-\sum_j w_j/d_j^{\,n+1}$.

3. Terms. Multiplying by $x^n$ gives $t_n=-\sum_j (w_j/d_j)\,q_j^{\,n}$, one geometric sequence for each pole.

4. Remainder. Let $r_N=S(E)-\sum_{n<N}t_n$. Then $r_0=S(E)$ and $r_{N+1}=r_N-t_N$. For one pole the step is
$$w_j q_j^{\,N}\Big(\frac1{E-e_j}+\frac1{d_j}\Big)=w_jq_j^{\,N}\,\frac{x}{(E-e_j)\,d_j}=\frac{w_j}{E-e_j}\,q_j^{\,N+1},$$
since $d_j+E-e_j=x$.

5. Convergence. If $|x|<|d_j|$ for all $j$, then $|q_j|<1$ and $1-q_j=(e_j-E)/d_j$, so
$$\sum_n \frac{w_j}{d_j}q_j^{\,n}=\frac{w_j}{d_j}\,\frac{d_j}{e_j-E}=-\frac{w_j}{E-e_j}.$$
Adding the finitely many poles and changing sign gives $\sum_n t_n=S(E)$. Steps 1 to 5 use no sign of $w_j$ or $d_j$.

6. Lower bound. With $w_i>0$ and $d_i>0$ every $w_i/d_i^{\,n+1}$ is positive, so $|c_n|\ge w_j/d_j^{\,n+1}$ for each single $j$, and
$$|t_n|\ge \frac{w_j}{d_j}\Big(\frac{|x|}{d_j}\Big)^n .$$

7. Divergence. If $|x|\ge d_j$ for some $j$, the power is at least $1$ and $|t_n|\ge w_j/d_j>0$ for all $n$. The terms do not tend to zero and the series has no sum. Taking $j$ to be the nearest pole covers every $|x|\ge R$.

For $E\le E_0-R$ the energy lies below all poles, so $S$ is differentiable at $E$, while $|x|\ge R$ places $E$ in the divergent range.

## The Lean file

```lean
import Mathlib

open Finset Filter Topology

namespace SlopeTaylorSeries

noncomputable section

variable {ι : Type*} [Fintype ι]

/-- The slope function with poles at the energies `e j` and weights `w j`:
`S(E) = ∑ j, w j / (E - e j)`. -/
def slopeFn (w e : ι → ℝ) (E : ℝ) : ℝ := ∑ j, w j / (E - e j)

/-- The `n`-th Taylor coefficient of `f` at the expansion energy `E0`: the `n`-th energy
derivative divided by `n!`. -/
def taylorCoeff (f : ℝ → ℝ) (E0 : ℝ) (n : ℕ) : ℝ := iteratedDeriv n f E0 / (n.factorial : ℝ)

/-- The `n`-th term of the Taylor series of `f` about `E0`, evaluated at the energy `E`. -/
def taylorTerm (f : ℝ → ℝ) (E0 E : ℝ) (n : ℕ) : ℝ := taylorCoeff f E0 n * (E - E0) ^ n

/-- The smallest of the energy differences `e j - E0`. -/
def nearestPole [Nonempty ι] (e : ι → ℝ) (E0 : ℝ) : ℝ :=
  univ.inf' univ_nonempty fun j => e j - E0

/-- Away from the poles, the `n`-th energy derivative of the slope function is
`(-1)^n n! ∑ j, w j / (E - e j)^(n+1)`. -/
theorem iteratedDeriv_slopeFn (w e : ι → ℝ) (n : ℕ) :
    ∀ E : ℝ, (∀ j, e j ≠ E) → iteratedDeriv n (slopeFn w e) E
      = (-1) ^ n * (n.factorial : ℝ) * ∑ j, w j / (E - e j) ^ (n + 1) := by
  induction n with
  | zero => intro E _; simp [slopeFn]
  | succ n ih =>
    intro E hE
    -- the formula for order `n` holds in a pole-free neighbourhood of `E`
    have hev : iteratedDeriv n (slopeFn w e) =ᶠ[𝓝 E]
        fun x => (-1) ^ n * (n.factorial : ℝ) * ∑ j, w j / (x - e j) ^ (n + 1) := by
      have h : ∀ᶠ x in 𝓝 E, ∀ j, x ≠ e j :=
        Filter.eventually_all.2 fun j => eventually_ne_nhds (hE j).symm
      exact h.mono fun x hx => ih x fun j => (hx j).symm
    have hd : ∀ j, HasDerivAt (fun x => w j / (x - e j) ^ (n + 1))
        (-((n : ℝ) + 1) * (w j / (E - e j) ^ (n + 1 + 1))) E := by
      intro j
      have hne : E - e j ≠ 0 := sub_ne_zero.2 (hE j).symm
      have h := (hasDerivAt_const E (w j)).fun_div
        (((hasDerivAt_id' E).sub_const (e j)).fun_pow (n + 1)) (pow_ne_zero _ hne)
      refine h.congr_deriv ?_
      simp only [Nat.add_sub_cancel]
      push_cast
      generalize E - e j = y at hne ⊢
      field_simp
      ring
    have hs : HasDerivAt
        (fun x => (-1) ^ n * (n.factorial : ℝ) * ∑ j, w j / (x - e j) ^ (n + 1))
        ((-1) ^ n * (n.factorial : ℝ) *
          ∑ j, -((n : ℝ) + 1) * (w j / (E - e j) ^ (n + 1 + 1))) E :=
      (HasDerivAt.fun_sum (u := univ) fun j _ => hd j).const_mul _
    rw [iteratedDeriv_succ, hev.deriv_eq, hs.deriv, ← Finset.mul_sum, Nat.factorial_succ]
    push_cast
    ring

/-- If `E0` is not a pole, the `n`-th Taylor coefficient of the slope function at `E0` is
`-∑ j, w j / (e j - E0)^(n+1)`. -/
theorem taylorCoeff_slopeFn (w e : ι → ℝ) (E0 : ℝ) (he : ∀ j, e j ≠ E0) (n : ℕ) :
    taylorCoeff (slopeFn w e) E0 n = -∑ j, w j / (e j - E0) ^ (n + 1) := by
  rw [taylorCoeff, iteratedDeriv_slopeFn w e n E0 he, Finset.mul_sum, Finset.sum_div,
    ← Finset.sum_neg_distrib]
  refine Finset.sum_congr rfl fun j _ => ?_
  have h1 : (E0 - e j) ^ (n + 1) = -((-1) ^ n * (e j - E0) ^ (n + 1)) := by
    rw [← neg_sub (e j) E0, neg_pow (e j - E0), pow_succ (-1 : ℝ) n]
    ring
  have hs : (-1 : ℝ) ^ n ≠ 0 := pow_ne_zero _ (by norm_num)
  have hp : (e j - E0) ^ (n + 1) ≠ 0 := pow_ne_zero _ (sub_ne_zero.2 (he j))
  have hf : (n.factorial : ℝ) ≠ 0 := Nat.cast_ne_zero.2 n.factorial_ne_zero
  rw [h1]
  generalize (-1 : ℝ) ^ n = s at hs ⊢
  generalize (e j - E0) ^ (n + 1) = p at hp ⊢
  field_simp

/-- If `E0` is not a pole, the `n`-th Taylor term is minus a sum over poles of geometric terms
with ratio `(E - E0) / (e j - E0)`. -/
theorem taylorTerm_slopeFn (w e : ι → ℝ) (E0 E : ℝ) (he : ∀ j, e j ≠ E0) (n : ℕ) :
    taylorTerm (slopeFn w e) E0 E n
      = -∑ j, w j / (e j - E0) * ((E - E0) / (e j - E0)) ^ n := by
  rw [taylorTerm, taylorCoeff_slopeFn w e E0 he, neg_mul, Finset.sum_mul]
  congr 1
  refine Finset.sum_congr rfl fun j _ => ?_
  have hd : e j - E0 ≠ 0 := sub_ne_zero.2 (he j)
  rw [div_pow, pow_succ]
  generalize e j - E0 = d at hd ⊢
  field_simp

/-- If neither `E0` nor `E` is a pole, the error of the Taylor series truncated after `N` terms
is `∑ j, w j / (E - e j) * ((E - E0) / (e j - E0))^N`. -/
theorem remainder_slopeFn (w e : ι → ℝ) (E0 E : ℝ) (he : ∀ j, e j ≠ E0) (hE : ∀ j, e j ≠ E)
    (N : ℕ) :
    slopeFn w e E - ∑ n ∈ range N, taylorTerm (slopeFn w e) E0 E n
      = ∑ j, w j / (E - e j) * ((E - E0) / (e j - E0)) ^ N := by
  induction N with
  | zero => simp [slopeFn]
  | succ N ih =>
    rw [Finset.sum_range_succ, ← sub_sub, ih, taylorTerm_slopeFn w e E0 E he, sub_neg_eq_add,
      ← Finset.sum_add_distrib]
    refine Finset.sum_congr rfl fun j _ => ?_
    have hd : e j - E0 ≠ 0 := sub_ne_zero.2 (he j)
    have ha : E - e j ≠ 0 := sub_ne_zero.2 (hE j).symm
    rw [pow_succ]
    generalize ((E - E0) / (e j - E0)) ^ N = q
    field_simp
    ring

/-- For arbitrary real weights, if `E` is closer to `E0` than every pole is, the Taylor series
of the slope function about `E0` sums to `S(E)`. -/
theorem hasSum_slopeFn (w e : ι → ℝ) (E0 E : ℝ) (h : ∀ j, |E - E0| < |e j - E0|) :
    HasSum (taylorTerm (slopeFn w e) E0 E) (slopeFn w e E) := by
  have hpos : ∀ j, 0 < |e j - E0| := fun j => lt_of_le_of_lt (abs_nonneg _) (h j)
  have hd : ∀ j, e j - E0 ≠ 0 := fun j => abs_pos.1 (hpos j)
  -- each pole contributes a convergent geometric series
  have key : ∀ j, HasSum (fun n : ℕ => w j / (e j - E0) * ((E - E0) / (e j - E0)) ^ n)
      (-(w j / (E - e j))) := by
    intro j
    have hr : |(E - E0) / (e j - E0)| < 1 := by
      rw [abs_div, div_lt_one (hpos j)]
      exact h j
    have ha : E - e j ≠ 0 := by
      intro h0
      have h1 := h j
      rw [sub_eq_zero.1 h0] at h1
      exact lt_irrefl _ h1
    have hdj := hd j
    have h1 : 1 - (E - E0) / (e j - E0) = -(E - e j) / (e j - E0) := by
      field_simp
      ring
    have h2 : -(w j / (E - e j)) = w j / (e j - E0) * (1 - (E - E0) / (e j - E0))⁻¹ := by
      rw [h1]
      generalize E - e j = a at ha ⊢
      generalize e j - E0 = d at hdj ⊢
      field_simp
    rw [h2]
    exact (hasSum_geometric_of_abs_lt_one hr).mul_left _
  have hf : taylorTerm (slopeFn w e) E0 E
      = fun n => -∑ j, w j / (e j - E0) * ((E - E0) / (e j - E0)) ^ n :=
    funext (taylorTerm_slopeFn w e E0 E fun j => sub_ne_zero.1 (hd j))
  have hv : slopeFn w e E = -∑ j, -(w j / (E - e j)) := by simp [slopeFn]
  rw [hf, hv]
  exact (hasSum_sum (s := univ) fun j _ => key j).neg

/-- With positive weights and all poles above `E0`, the size of the `n`-th Taylor term is at
least the size of the geometric term of any single pole. -/
theorem le_abs_taylorTerm (w e : ι → ℝ) (E0 E : ℝ) (hw : ∀ j, 0 < w j) (he : ∀ j, E0 < e j)
    (j : ι) (n : ℕ) :
    w j / (e j - E0) * (|E - E0| / (e j - E0)) ^ n ≤ |taylorTerm (slopeFn w e) E0 E n| := by
  have hnn : ∀ i, 0 ≤ w i / (e i - E0) ^ (n + 1) := fun i =>
    (div_pos (hw i) (pow_pos (sub_pos.2 (he i)) _)).le
  have hd : e j - E0 ≠ 0 := (sub_pos.2 (he j)).ne'
  have h1 : w j / (e j - E0) * (|E - E0| / (e j - E0)) ^ n
      = w j / (e j - E0) ^ (n + 1) * |E - E0| ^ n := by
    rw [div_pow, pow_succ]
    generalize e j - E0 = d at hd ⊢
    field_simp
  rw [h1, taylorTerm, taylorCoeff_slopeFn w e E0 fun i => (he i).ne', abs_mul, abs_neg, abs_pow,
    abs_of_nonneg (Finset.sum_nonneg fun i _ => hnn i)]
  -- all poles contribute to the coefficient with the same sign
  exact mul_le_mul_of_nonneg_right
    (Finset.single_le_sum (f := fun i => w i / (e i - E0) ^ (n + 1)) (fun i _ => hnn i)
      (mem_univ j)) (pow_nonneg (abs_nonneg _) _)

/-- With positive weights and all poles above `E0`, the Taylor series is not summable at `E`
once `|E - E0|` reaches the distance from `E0` to some pole. -/
theorem not_summable_slopeFn (w e : ι → ℝ) (E0 E : ℝ) (hw : ∀ j, 0 < w j) (he : ∀ j, E0 < e j)
    (j : ι) (hj : e j - E0 ≤ |E - E0|) : ¬ Summable (taylorTerm (slopeFn w e) E0 E) := by
  intro hs
  have hd : 0 < e j - E0 := sub_pos.2 (he j)
  have hc : 0 < w j / (e j - E0) := div_pos (hw j) hd
  have h0 := hs.tendsto_atTop_zero.abs
  rw [abs_zero] at h0
  -- the terms stay above a fixed positive bound
  have hb : ∀ n, w j / (e j - E0) ≤ |taylorTerm (slopeFn w e) E0 E n| := fun n =>
    le_trans (le_mul_of_one_le_right hc.le (one_le_pow₀ ((one_le_div hd).2 hj)))
      (le_abs_taylorTerm w e E0 E hw he j n)
  have := ge_of_tendsto' h0 hb
  linarith

/-- For at least one pole, positive weights and all poles above `E0`: the Taylor coefficients
are `-∑ j, w j / (e j - E0)^(n+1)`, and the series is summable at `E` exactly when `|E - E0|`
is below the distance to the nearest pole, with sum `S(E)` in that case. -/
theorem taylor_series_slopeFn [Nonempty ι] (w e : ι → ℝ) (E0 : ℝ) (hw : ∀ j, 0 < w j)
    (he : ∀ j, E0 < e j) :
    (∀ n, taylorCoeff (slopeFn w e) E0 n = -∑ j, w j / (e j - E0) ^ (n + 1)) ∧
    ∀ E, (Summable (taylorTerm (slopeFn w e) E0 E) ↔ |E - E0| < nearestPole e E0) ∧
      (|E - E0| < nearestPole e E0 →
        HasSum (taylorTerm (slopeFn w e) E0 E) (slopeFn w e E)) := by
  refine ⟨taylorCoeff_slopeFn w e E0 fun j => (he j).ne', fun E => ?_⟩
  have hsum : |E - E0| < nearestPole e E0 →
      HasSum (taylorTerm (slopeFn w e) E0 E) (slopeFn w e E) := fun h =>
    hasSum_slopeFn w e E0 E fun j =>
      lt_of_lt_of_le ((Finset.lt_inf'_iff _).1 h j (mem_univ j)) (le_abs_self _)
  refine ⟨⟨fun hs => ?_, fun h => (hsum h).summable⟩, hsum⟩
  by_contra hn
  obtain ⟨j, -, hj⟩ := Finset.exists_mem_eq_inf' univ_nonempty fun j => e j - E0
  have hj' : nearestPole e E0 = e j - E0 := hj
  rw [hj'] at hn
  exact not_summable_slopeFn w e E0 E hw he j (not_lt.1 hn) hs

/-- With positive weights and all poles above `E0`, at an energy below `E0` by at least the
distance to the nearest pole the slope function is differentiable, and its Taylor series about
`E0` is not summable. -/
theorem diverges_below [Nonempty ι] (w e : ι → ℝ) (E0 E : ℝ) (hw : ∀ j, 0 < w j)
    (he : ∀ j, E0 < e j) (hE : E ≤ E0 - nearestPole e E0) :
    DifferentiableAt ℝ (slopeFn w e) E ∧ ¬ Summable (taylorTerm (slopeFn w e) E0 E) := by
  have hR : 0 < nearestPole e E0 := (Finset.lt_inf'_iff _).2 fun j _ => sub_pos.2 (he j)
  have hne : ∀ j, E - e j ≠ 0 := fun j => by
    have := he j
    exact ne_of_lt (by linarith)
  have h := HasDerivAt.fun_sum (u := univ) fun j _ =>
    (hasDerivAt_const E (w j)).fun_div ((hasDerivAt_id' E).sub_const (e j)) (hne j)
  refine ⟨h.differentiableAt, fun hs => ?_⟩
  have h1 := ((taylor_series_slopeFn w e E0 hw he).2 E).1.1 hs
  have h2 := neg_abs_le (E - E0)
  linarith

end

end SlopeTaylorSeries
```

```lean
#print axioms SlopeTaylorSeries.remainder_slopeFn
-- 'SlopeTaylorSeries.remainder_slopeFn' depends on axioms: [propext, Classical.choice, Quot.sound]
#print axioms SlopeTaylorSeries.taylor_series_slopeFn
-- 'SlopeTaylorSeries.taylor_series_slopeFn' depends on axioms: [propext, Classical.choice, Quot.sound]
#print axioms SlopeTaylorSeries.diverges_below
-- 'SlopeTaylorSeries.diverges_below' depends on axioms: [propext, Classical.choice, Quot.sound]
```

## The statement in words

The poles are labelled by a finite type `ι`, and `w e : ι → ℝ` hold the weights $w_j$ and energies $e_j$. `slopeFn w e` is $S$. The coefficient `taylorCoeff f E0 n` is defined for any function as `iteratedDeriv n f E0 / (n.factorial : ℝ)`, so the pole formula for $c_n$ is derived from the actual derivatives of $S$. `taylorTerm` is $t_n$, counted from $n=0$, and `range N` is the set $0,\dots,N-1$. `nearestPole e E0` is the minimum of the signed differences $e_j-E_0$; it needs `[Nonempty ι]`, and it is the distance $R$ because `he : ∀ j, E0 < e j` makes all differences positive. Two labels may carry the same energy, and a single pole is allowed, in which case the series is one geometric series.

`taylor_series_slopeFn` assumes `hw : ∀ j, 0 < w j` and `he`. It states the coefficient formula for all $n$ and, for every real $E$, the equivalence of `Summable` with $|E-E_0|<R$ together with `HasSum` to $S(E)$ inside that range. `Summable` means convergence independent of the order of the terms, which for real terms is absolute convergence. On the divergent side `le_abs_taylorTerm` keeps the terms away from zero, so the partial sums in their natural order fail to converge as well. `diverges_below` takes `hE : E ≤ E0 - nearestPole e E0` and gives differentiability of $S$ at $E$ together with failure of summability. Lean sets division by zero to zero, so `slopeFn` has a meaningless finite value on a pole; the theorems equate $S(E)$ to something only at pole-free energies, and the terms $t_n$ depend on $S$ near $E_0$ alone.

## How the proof follows the derivation

`iteratedDeriv_slopeFn` is step 1, an induction on `n` with the energy left general. `hev` says that the order-$n$ formula holds near $E$, which allows the derivative of the left side to be replaced by that of the right side through `hev.deriv_eq`; `hd` differentiates one pole term by the quotient rule and `hs` sums over poles. In `taylorCoeff_slopeFn`, `h1` is the sign identity of step 2, and `taylorTerm_slopeFn` regroups the powers as in step 3. `remainder_slopeFn` is the induction of step 4: `Finset.sum_range_succ` splits off $t_N$, and the single-pole identity is closed by `field_simp` and `ring`.

In `hasSum_slopeFn`, `key` sums one pole: `hr` is $|q_j|<1$, `h1` is the expression for $1-q_j$, and `hasSum_geometric_of_abs_lt_one` supplies the geometric sum, after which `hasSum_sum` adds the poles. The convergence proof does not pass through the remainder formula. `le_abs_taylorTerm` is step 6, with `Finset.single_le_sum` bounding one non-negative term by the whole sum. `not_summable_slopeFn` is step 7: summability would give $|t_n|\to0$ (`h0`), `hb` is the bound $w_j/d_j$, and `ge_of_tendsto'` passes the bound to the limit, which contradicts `hc`. The main theorem uses `Finset.lt_inf'_iff` to turn $|x|<R$ into $|x|<d_j$ for every $j$, and `Finset.exists_mem_eq_inf'` to pick the pole that attains $R$. `diverges_below` applies the quotient rule once more and then uses the direction of the equivalence from summability to $|x|<R$, which contradicts `hE`.

## Role of the hypotheses

Without $w_j>0$ the divergence half can fail. Two labels with $e_1=e_2=1$, $w_1=1$, $w_2=-1$ and $E_0=0$ give $c_n=0$ for all $n$, so the series is summable at every $E$ although $R=1$. Here the two poles cancel exactly. For distinct pole energies above $E_0$ and non-zero weights of either sign, $S$ is unbounded near the nearest pole, so the series still diverges for $|E-E_0|>R$; the file does not prove this.

Without $e_j>E_0$ the signed minimum is no longer a distance. One pole at $e_1=-1$ with $w_1=1$ and $E_0=0$ gives `nearestPole` the value $-1$, so $|E|<-1$ never holds, whereas `hasSum_slopeFn` shows convergence for $|E|<1$. The lower bound of step 6 also fails: unit weights at $e=\pm1$ give $c_n=0$ for every even $n$, so a code that judged convergence from its last term could be misled.

## What is covered and what is left open

The pole form of $S$ is assumed, not derived from a screened multiple-scattering problem. It is scalar, has finitely many simple real poles and no additional smooth part. For real weights of either sign and poles on either side of $E_0$, the file gives the coefficients, the remainder and convergence when $E$ is closer to $E_0$ than every pole, but no divergence statement. The energy $E$ is real, so points of a complex integration contour are not included, and neither is interpolation on a mesh of several energies as in $N$th-order orbitals. Arithmetic is exact and the derivatives at $E_0$ carry no numerical error.

The remainder is an identity that needs the $w_j$ and $e_j$ as input, and a code that has only the coefficients must estimate $R$ in another way. One observation that is argued here and has no theorem in the file: under `hw` and `he` the ratio $c_n/c_{n+1}$ is a weighted mean of the $d_j$ with weights $w_j/d_j^{\,n+2}$, so it is never below $R$. In the instance above the ratios are $\tfrac43,\tfrac65,\tfrac{10}9$ against $R=1$, and a window sized from them would reach beyond the range of convergence.
